# In the linear SCF model, a level-shifted step is at most ‖M‖/(w + b) times the error

Suppose one occupied–virtual rotation is still unconverged, with error $x = 0.01$, orbital gap 1 and no coupling. The unshifted Roothaan step is $-x$ and removes the error. A level shift of 9 raises the gap to 10, and the step becomes $-x/10 = -0.001$. A convergence test that asks for a step of at most 0.002 now passes, although the error is five times that tolerance. Such a test stands in for one on the density change, whose Frobenius norm in an orthonormal basis is, to first order, proportional to that of the step.

With finitely many rotations, let $\Omega_i$ be the gaps, $K$ the real matrix coupling the rotations (not the exchange matrix), $M = \mathrm{diag}(\Omega) + K$ and $b$ the shift. In the title, $w$ is a lower bound on the gaps with $w + b > 0$, and $\|M\|$ is the operator norm. The step $s$ from error $x$ solves

$$(\Omega_i + b)\,s_i = -(Mx)_i .$$

## Errors small enough for a linear response

This equation is the model's main physical assumption. A level-shifted Roothaan step, without extrapolation or damping, follows it only to first order near the converged solution, and that linearisation is assumed here. Far from convergence the bounds below need not hold.

In Lean 4 with Mathlib:

```lean
import Mathlib

open scoped InnerProductSpace

namespace LevelShiftStepTest

noncomputable section

variable {n : Type*} [Fintype n]
```

The first lemma carries a componentwise comparison over to Euclidean norms, by squaring and summing.

```lean
/-- If each component of `u` is at most `c ≥ 0` times that of `v` in absolute value,
the same holds for the Euclidean norms. -/
theorem norm_le_of_components {u v : EuclideanSpace ℝ n} {c : ℝ} (hc : 0 ≤ c)
    (h : ∀ i, |u i| ≤ c * |v i|) : ‖u‖ ≤ c * ‖v‖ := by
  apply (sq_le_sq₀ (norm_nonneg u) (by positivity)).mp
  rw [mul_pow, EuclideanSpace.norm_sq_eq, EuclideanSpace.norm_sq_eq, Finset.mul_sum]
  refine Finset.sum_le_sum fun i _ => ?_
  rw [← mul_pow, Real.norm_eq_abs, Real.norm_eq_abs]
  exact pow_le_pow_left₀ (abs_nonneg _) (h i) 2
```

`hessian` is $M$, scaled so that its uncoupled diagonal is the gaps; textbook orbital Hessians often carry an extra numerical factor. $K$ need not be symmetric.

```lean
variable [DecidableEq n]

/-- The orbital Hessian `M = Ω + K`: a diagonal of orbital gaps plus a coupling matrix,
acting on Euclidean space. -/
def hessian (Ω : n → ℝ) (K : Matrix n n ℝ) :
    EuclideanSpace ℝ n →L[ℝ] EuclideanSpace ℝ n :=
  Matrix.toEuclideanCLM (n := n) (𝕜 := ℝ) (Matrix.diagonal Ω + K)
```

The device that matters is `Matrix.toEuclideanCLM`. It turns the matrix into a continuous linear map on Euclidean space, so `‖hessian Ω K‖` is the operator norm and not an entrywise one. Two Mathlib lemmas then apply: `le_opNorm` gives $\|Mx\| \le \|M\|\|x\|$, and `opNorm_le_bound` says that any $C \ge 0$ with $\|Mx\| \le C\|x\|$ for all $x$ is at least $\|M\|$. The first yields the bound, the second its sharpness.

```lean
/-- The level-shifted step `s = -(Ω + b)⁻¹ M x` taken from the error `x`, for shifts `b`
with every `Ω i + b` nonzero. -/
def shiftedStep (Ω : n → ℝ) (K : Matrix n n ℝ) (b : ℝ) (x : EuclideanSpace ℝ n) :
    EuclideanSpace ℝ n :=
  WithLp.toLp 2 (fun i => -((hessian Ω K x) i) / (Ω i + b))

/-- Where the shifted gap is nonzero, the step solves the shifted equation
`(Ω + b) s = -M x` in that component. -/
theorem step_equation (Ω : n → ℝ) (K : Matrix n n ℝ) (b : ℝ) (x : EuclideanSpace ℝ n)
    (i : n) (h : Ω i + b ≠ 0) :
    (Ω i + b) * (shiftedStep Ω K b x) i = -((hessian Ω K x) i) := by
  change (Ω i + b) * (-((hessian Ω K x) i) / (Ω i + b)) = _
  field_simp
```

## Gaps at least w, with w + b positive

Here `hΩ` says that every gap is at least $w$, and `hwb` that the shift keeps all shifted gaps positive. A positive gap with $b \ge 0$ is the usual case, but a negative $w$ is allowed if the shift outweighs it.

By hand, positivity lets us take absolute values in the step equation, and the lower bound on the gaps then gives

$$|(Mx)_i| = (\Omega_i + b)|s_i| \ge (w+b)|s_i| .$$

Squaring and summing over $i$ gives $(w+b)\|s\| \le \|Mx\|$, hence

$$(w+b)\|s\| \le \|M\|\|x\| .$$

For $M \ne 0$ this reads $\|x\| \ge (w+b)\|s\|/\|M\|$.

```lean
/-- Where the shifted gap is positive, the gradient component `M x` has the size of the
step component times the shifted gap. -/
theorem abs_gradient_eq (Ω : n → ℝ) (K : Matrix n n ℝ) (b : ℝ) (x : EuclideanSpace ℝ n)
    (i : n) (h : 0 < Ω i + b) :
    |(hessian Ω K x) i| = (Ω i + b) * |(shiftedStep Ω K b x) i| := by
  have e := step_equation Ω K b x i h.ne'
  calc |(hessian Ω K x) i| = |-((hessian Ω K x) i)| := (abs_neg _).symm
    _ = (Ω i + b) * |(shiftedStep Ω K b x) i| := by rw [← e, abs_mul, abs_of_pos h]
```

The proof takes the same route, with the componentwise comparison written using the factor $(w+b)^{-1}$.

```lean
/-- With gaps at least `w` and `w + b` positive, the error `x` obeys
`‖M‖ ‖x‖ ≥ (w + b) ‖s‖`, where `s` is the level-shifted step and `‖M‖` the operator norm. -/
theorem error_lower_bound {Ω : n → ℝ} {w b : ℝ} (K : Matrix n n ℝ)
    (hΩ : ∀ i, w ≤ Ω i) (hwb : 0 < w + b) (x : EuclideanSpace ℝ n) :
    (w + b) * ‖shiftedStep Ω K b x‖ ≤ ‖hessian Ω K‖ * ‖x‖ := by
  -- the norm of the step is at most 1 / (w + b) times that of the gradient
  have h : ‖shiftedStep Ω K b x‖ ≤ (w + b)⁻¹ * ‖hessian Ω K x‖ := by
    refine norm_le_of_components (inv_pos.mpr hwb).le fun i => ?_
    have hi : 0 < Ω i + b := by linarith [hΩ i]
    rw [abs_gradient_eq Ω K b x i hi, inv_mul_eq_div, le_div_iff₀ hwb]
    nlinarith [mul_le_mul_of_nonneg_right (hΩ i) (abs_nonneg ((shiftedStep Ω K b x) i))]
  rw [inv_mul_eq_div, le_div_iff₀ hwb] at h
  -- the gradient is bounded by the operator norm
  have hM := (hessian Ω K).le_opNorm x
  linarith
```

If $w$ exceeds a gap, the bound can fail: one rotation with $\Omega = 0$, $K = 1$, $w = b = 1$ has $|s| = |x|$, and the claim would be $2|x| \le |x|$. If $w + b \le 0$, the inequality is true but empty.

## A shift large enough for the tolerance

The hypothesis `hτ` is $\|M\|\|x\| \le (w+b)\tau$, where $\tau$ is the tolerance. Chaining it with the bound and cancelling $w+b$ gives $\|s\| \le \tau$. Any fixed error therefore passes any positive tolerance once $b$ is large enough. Without `hτ` the test may fail, as the opening example does at $\tau = 0.0005$.

```lean
/-- With gaps at least `w` and `w + b` positive, an error `x` passes the step-size test `‖s‖ ≤ τ` as
soon as the shift is so large that `(w + b) τ ≥ ‖M‖ ‖x‖`. -/
theorem large_shift_passes_test {Ω : n → ℝ} {w b τ : ℝ} (K : Matrix n n ℝ)
    (hΩ : ∀ i, w ≤ Ω i) (hwb : 0 < w + b) (x : EuclideanSpace ℝ n)
    (hτ : ‖hessian Ω K‖ * ‖x‖ ≤ (w + b) * τ) :
    ‖shiftedStep Ω K b x‖ ≤ τ :=
  le_of_mul_le_mul_left ((error_lower_bound K hΩ hwb x).trans hτ) hwb
```

## Equal gaps and a nonzero M

If all gaps equal $w$, the step equation is $(w+b)s = -Mx$, and taking norms gives an equality. With unequal gaps, an error along a wider gap can make $(w+b)\|s\|$ strictly smaller than $\|Mx\|$.

```lean
/-- If all gaps equal `w` and `w + b` is positive, the step length times `w + b` is exactly
the norm of the gradient `M x`. -/
theorem uniform_gap_step_norm {w b : ℝ} (K : Matrix n n ℝ) (hwb : 0 < w + b)
    (x : EuclideanSpace ℝ n) :
    (w + b) * ‖shiftedStep (fun _ => w) K b x‖ = ‖hessian (fun _ => w) K x‖ := by
  have e : (w + b) • shiftedStep (fun _ => w) K b x = -(hessian (fun _ => w) K x) := by
    ext i
    exact step_equation (fun _ => w) K b x i hwb.ne'
  calc (w + b) * ‖shiftedStep (fun _ => w) K b x‖
      = ‖(w + b) • shiftedStep (fun _ => w) K b x‖ := by
        rw [norm_smul, Real.norm_of_nonneg hwb.le]
    _ = ‖hessian (fun _ => w) K x‖ := by rw [e, norm_neg]
```

Suppose a constant $c > w+b$ also satisfied the bound for every $x$. Then

$$\|Mx\| = (w+b)\|s\| \le \frac{w+b}{c}\,\|M\|\|x\| ,$$

so $\|M\| \le \frac{w+b}{c}\|M\|$, which is impossible for $\|M\| > 0$. If $M = 0$, every step vanishes and every $c$ works.

```lean
/-- The factor `w + b` is the best possible: if all gaps equal `w`, `w + b` is positive and
`M` is nonzero, no larger constant `c` satisfies `c ‖s‖ ≤ ‖M‖ ‖x‖` for all errors `x`. -/
theorem bound_is_sharp {w b c : ℝ} (K : Matrix n n ℝ) (hwb : 0 < w + b)
    (hM : hessian (fun _ => w) K ≠ 0)
    (h : ∀ x, c * ‖shiftedStep (fun _ => w) K b x‖ ≤ ‖hessian (fun _ => w) K‖ * ‖x‖) :
    c ≤ w + b := by
  by_contra hlt
  have hcw : w + b < c := lt_of_not_ge hlt
  have hc : 0 < c := hwb.trans hcw
  have hq : 0 ≤ (w + b) / c := (div_pos hwb hc).le
  have hq1 : (w + b) / c < 1 := (div_lt_one hc).mpr hcw
  have hpos : 0 < ‖hessian (fun _ => w) K‖ := norm_pos_iff.mpr hM
  -- a larger constant would make the operator norm smaller than itself
  have hle : ‖hessian (fun _ => w) K‖ ≤ (w + b) / c * ‖hessian (fun _ => w) K‖ := by
    refine ContinuousLinearMap.opNorm_le_bound _ (mul_nonneg hq hpos.le) fun x => ?_
    calc ‖hessian (fun _ => w) K x‖
        = (w + b) * ‖shiftedStep (fun _ => w) K b x‖ :=
          (uniform_gap_step_norm K hwb x).symm
      _ = (w + b) / c * (c * ‖shiftedStep (fun _ => w) K b x‖) := by field_simp
      _ ≤ (w + b) / c * (‖hessian (fun _ => w) K‖ * ‖x‖) :=
          mul_le_mul_of_nonneg_left (h x) hq
      _ = (w + b) / c * ‖hessian (fun _ => w) K‖ * ‖x‖ := by ring
  have hlt' := mul_lt_mul_of_pos_right hq1 hpos
  linarith
```

## Stability and a largest gap

For a bound in the other direction, `hm` requires $m\|y\|^2 \le \langle y, My\rangle$ for all $y$; with $m > 0$ and $M$ symmetric, as an energy Hessian is, this says that the converged solution is stable against the rotations included in the model. `hW` puts every gap at or below $W$, and `hpos` keeps every shifted gap positive, so that $|(Mx)_i| = (\Omega_i + b)|s_i|$ as before. For $x \ne 0$, Cauchy–Schwarz gives $m\|x\|^2 \le \|x\|\|Mx\|$. Dividing by $\|x\|$ and comparing components,

$$m\|x\| \le \|Mx\| \le (W+b)\|s\| .$$

For $x = 0$ both ends vanish; the proof splits into the same two cases.

```lean
/-- If the shifted gaps are positive, the gaps are at most `W`, and the quadratic form of `M` is at
least `m ‖y‖²`, then `m ‖x‖ ≤ (W + b) ‖s‖`. For `m > 0` the rescaled step therefore controls the
error. -/
theorem rescaled_step_controls_error {Ω : n → ℝ} {W b m : ℝ} (K : Matrix n n ℝ)
    (hpos : ∀ i, 0 < Ω i + b) (hW : ∀ i, Ω i ≤ W)
    (hm : ∀ y, m * ‖y‖ ^ 2 ≤ ⟪y, hessian Ω K y⟫_ℝ) (x : EuclideanSpace ℝ n) :
    m * ‖x‖ ≤ (W + b) * ‖shiftedStep Ω K b x‖ := by
  by_cases hx : x = 0
  · subst hx
    have h0 : shiftedStep Ω K b 0 = 0 := by
      ext i
      simp [shiftedStep]
    rw [h0]
    simp
  · have hne : Nonempty n := by
      by_contra h
      rw [not_nonempty_iff] at h
      exact hx (by ext i; exact (h.false i).elim)
    obtain ⟨j⟩ := hne
    have hWb : 0 ≤ W + b := by linarith [hpos j, hW j]
    -- in norm, the gradient is at most `W + b` times the step
    have hg : ‖hessian Ω K x‖ ≤ (W + b) * ‖shiftedStep Ω K b x‖ := by
      refine norm_le_of_components hWb fun i => ?_
      rw [abs_gradient_eq Ω K b x i (hpos i)]
      exact mul_le_mul_of_nonneg_right (by linarith [hW i]) (abs_nonneg _)
    -- the quadratic-form bound gives `m ‖x‖ ≤ ‖M x‖`, by Cauchy-Schwarz
    have hcs := (hm x).trans (real_inner_le_norm x (hessian Ω K x))
    have hl : m * ‖x‖ ≤ ‖hessian Ω K x‖ := by
      refine le_of_mul_le_mul_left ?_ (norm_pos_iff.mpr hx)
      calc ‖x‖ * (m * ‖x‖) = m * ‖x‖ ^ 2 := by ring
        _ ≤ ‖x‖ * ‖hessian Ω K x‖ := hcs
    exact hl.trans hg

end

end LevelShiftStepTest
```

If $Mx = 0$ for some $x \ne 0$, the step is zero at a nonzero error, and no positive $m$ exists. If $W$ lies below a gap, the estimate can fail: one uncoupled rotation with $\Omega = m = 1$, $b = 0$, $W = 1/2$ would need $|x| \le |x|/2$.

Within this linear model, for positive shifted gaps and $m > 0$, the step norm multiplied by $(W+b)/m$ bounds the error from above, so it can safely be compared with a tolerance. The quantity $\|Mx\|/m$ is a bound at least as tight and does not involve the shift.

```lean
#print axioms LevelShiftStepTest.large_shift_passes_test
-- 'LevelShiftStepTest.large_shift_passes_test' depends on axioms: [propext, Classical.choice, Quot.sound]
#print axioms LevelShiftStepTest.bound_is_sharp
-- 'LevelShiftStepTest.bound_is_sharp' depends on axioms: [propext, Classical.choice, Quot.sound]
#print axioms LevelShiftStepTest.rescaled_step_controls_error
-- 'LevelShiftStepTest.rescaled_step_controls_error' depends on axioms: [propext, Classical.choice, Quot.sound]
```
